# Five dipole sum-rule integrals for ground-state hydrogen, and a sixth that diverges

Take hydrogen's radial Hamiltonian for l = 1, measured from the ground-state energy, and apply it three times to the dipole source r² exp(-r). Multiply by the source, integrate, include the normalisation factor 8/3, and you get -8/3 for a quantity that is a sum of positive terms. The correct value is 4/3. The algebra is sound at every positive radius; the error lies in where the operators were placed.

The quantity is one of the moments

S(k) = Σₙ fₙ ωₙᵏ,  fₙ = 2 ωₙ |⟨n|z|0⟩|²,

where ωₙ is the excitation energy from the ground state |0⟩ to the state |n⟩, fₙ is the oscillator strength, and the sum includes an integral over the continuum. Atomic units are used throughout. For a non-relativistic hydrogen atom with a fixed point nucleus, these moments reduce to integrals over r, which give exact reference values for linear-response calculations.

## The operator, the source and the response

```lean
import Mathlib

open MeasureTheory Set Real

namespace HydrogenDipoleSumRules

noncomputable section
```

This loads Mathlib and allows short names for integrals, sets and real functions. In what follows, `ℝ` is the real line and `Ioi 0` is the half-line r > 0.

```lean
/-- The hydrogen radial operator for l = 1, measured from the ground-state energy, in atomic
units: `-u''/2 + u/r² - u/r + u/2`, on the domain `r > 0`. -/
def radialOp (u : ℝ → ℝ) (r : ℝ) : ℝ :=
  -(deriv (deriv u) r) / 2 + u r / r ^ 2 - u r / r + u r / 2
```

`radialOp` takes a function u and a radius r and returns

(Lu)(r) = -u''(r)/2 + u(r)/r² - u(r)/r + u(r)/2.

The terms are the radial kinetic energy, the centrifugal term for l = 1, the Coulomb attraction, and the subtraction of the ground-state energy -1/2. Since `deriv` is Mathlib's derivative, L is a differential operator and not a matrix.

```lean
/-- The radial dipole source `g = r² exp(-r)`. -/
def source (r : ℝ) : ℝ := r ^ 2 * exp (-r)
```

The ground state is exp(-r)/√π. Multiplying it by z = r cos θ gives an l = 1 function, and r times its radial part is proportional to g = r² exp(-r). With normalised angular functions, the radial source is (2/√3) g.

```lean
/-- The radial static response `h = (1 + r/2) g`. -/
def response (r : ℝ) : ℝ := (1 + r / 2) * source r
```

`response` is h = (1 + r/2) g, which will turn out to solve Lh = g. Up to sign and normalisation, it is r times the radial part of the first-order change of the ground state in a static electric field.

```lean
/-- The radial overlap of two functions on the half-line `r > 0`, times 8/3. -/
def pairing (u v : ℝ → ℝ) : ℝ := 8 / 3 * ∫ r in Ioi (0 : ℝ), u r * v r
```

`pairing u v` is (8/3) ∫ u v dr over r > 0. The normalisation of the source contributes 4/3, and the 2 in fₙ supplies the rest. The spectral expansion, which we take from quantum mechanics and do not prove in Lean, then turns S(k) into the pairing of g with Lᵏ⁺¹g, provided the operators are suitably shared between the two sides.

## Acting with L by hand

```lean
/-- At a positive radius the radial operator only sees the values of a function at positive
radii. -/
theorem radialOp_congr {u v : ℝ → ℝ} (huv : ∀ s, 0 < s → u s = v s) {r : ℝ} (hr : 0 < r) :
    radialOp u r = radialOp v r := by
  have h : u =ᶠ[nhds r] v := by
    filter_upwards [Ioi_mem_nhds hr] with s hs using huv s hs
  unfold radialOp
  rw [h.deriv.deriv_eq, huv r hr]
```

If u and v agree at all positive radii, then Lu and Lv agree there too. The proof notes that every r > 0 has a neighbourhood of positive radii, on which u and v have the same derivatives. This lets us replace Lg by its explicit formula before applying L again.

```lean
/-- Derivative of a Laurent polynomial times `exp(-r)`, at a positive radius. -/
theorem hasDerivAt_laurent (A B C D E F : ℝ) {s : ℝ} (hs : 0 < s) :
    HasDerivAt (fun x => (A / x ^ 2 + B / x + C + D * x + E * x ^ 2 + F * x ^ 3) * exp (-x))
      ((-2 * A / s ^ 3 - B / s ^ 2 + D + 2 * E * s + 3 * F * s ^ 2
        - (A / s ^ 2 + B / s + C + D * s + E * s ^ 2 + F * s ^ 3)) * exp (-s)) s := by
  have hne : s ≠ 0 := hs.ne'
  have hE : HasDerivAt (fun x : ℝ => exp (-x)) (-exp (-s)) s := by
    simpa using (hasDerivAt_id' s).fun_neg.exp
  have h2 : HasDerivAt (fun x : ℝ => x ^ 2) (2 * s) s := by
    simpa using hasDerivAt_pow 2 s
  have h3 : HasDerivAt (fun x : ℝ => x ^ 3) (3 * s ^ 2) s := by
    simpa using hasDerivAt_pow 3 s
  have hA : HasDerivAt (fun x : ℝ => A / x ^ 2) (-2 * A / s ^ 3) s :=
    ((hasDerivAt_const s A).fun_div h2 (pow_ne_zero 2 hne)).congr_deriv (by
      field_simp
      ring)
  have hB : HasDerivAt (fun x : ℝ => B / x) (-B / s ^ 2) s :=
    ((hasDerivAt_const s B).fun_div (hasDerivAt_id' s) hne).congr_deriv (by ring)
  exact ((((((hA.fun_add hB).fun_add (hasDerivAt_const s C)).fun_add
    ((hasDerivAt_id' s).const_mul D)).fun_add (h2.const_mul E)).fun_add
    (h3.const_mul F)).fun_mul hE).congr_deriv (by ring)
```

`HasDerivAt f f' s` says that f has derivative f' at s. The statement is the product rule for exp(-x) times a combination of powers from x⁻² to x³. Lean differentiates each term, assembles the result, and leaves the final comparison to `ring`, which proves polynomial identities.

```lean
/-- Action of the radial operator on `exp(-r)` times a combination of `1/r`, `r`, `r²` and `r³`,
at a positive radius. -/
theorem radialOp_laurent (d a b c : ℝ) {r : ℝ} (hr : 0 < r) :
    radialOp (fun s => (d / s + a * s + b * s ^ 2 + c * s ^ 3) * exp (-s)) r
      = (-2 * d / r ^ 2 + a / r + b * r + c * (2 * r ^ 2 - 2 * r)) * exp (-r) := by
  -- the first derivative, valid in a neighbourhood of r
  have h1 : deriv (fun s => (d / s + a * s + b * s ^ 2 + c * s ^ 3) * exp (-s)) =ᶠ[nhds r]
      fun s => ((-d) / s ^ 2 + (-d) / s + a + (2 * b - a) * s + (3 * c - b) * s ^ 2
        + (-c) * s ^ 3) * exp (-s) := by
    filter_upwards [Ioi_mem_nhds hr] with s hs
    have h := (hasDerivAt_laurent 0 d 0 a b c hs).deriv
    simp only [zero_div, zero_add, add_zero] at h
    rw [h]
    ring
  unfold radialOp
  rw [h1.deriv_eq, (hasDerivAt_laurent _ _ _ _ _ _ hr).deriv]
  have hne : r ≠ 0 := hr.ne'
  field_simp
  ring
```

By hand, write u = p(r) exp(-r). Then u'' = (p'' - 2p' + p) exp(-r), the terms in p/2 cancel, and

Lu = (-p''/2 + p' + p/r² - p/r) exp(-r).

For a single power p = rᵏ this becomes

L(rᵏ exp(-r)) = [(1 - k(k-1)/2) rᵏ⁻² + (k-1) rᵏ⁻¹] exp(-r).

The four cases needed are:

- k = -1 gives -2/r²
- k = 1 gives 1/r
- k = 2 gives r
- k = 3 gives 2r² - 2r

each times exp(-r). The theorem is their linear combination with coefficients d, a, b, c. In the proof, `h1` establishes the first derivative throughout a neighbourhood of r, because a second derivative needs more than the value at one point. The previous lemma is then used again, and `field_simp` and `ring` finish the algebra.

```lean
/-- At positive radii, `Lh = g`, `Lg = r exp(-r)`, `LLg = exp(-r)/r` and
`LLLg = -2 exp(-r)/r²`. -/
theorem radialOp_chain {r : ℝ} (hr : 0 < r) :
    radialOp response r = source r ∧
    radialOp source r = r * exp (-r) ∧
    radialOp (radialOp source) r = exp (-r) / r ∧
    radialOp (radialOp (radialOp source)) r = -2 * exp (-r) / r ^ 2 := by
  have h1 : ∀ s, 0 < s → radialOp source s = s * exp (-s) := fun s hs =>
    (radialOp_congr (v := fun s => (0 / s + 0 * s + 1 * s ^ 2 + 0 * s ^ 3) * exp (-s))
      (fun s _ => by unfold source; ring) hs).trans (by
        rw [radialOp_laurent 0 0 1 0 hs]; ring)
  have h2 : ∀ s, 0 < s → radialOp (radialOp source) s = exp (-s) / s := fun s hs =>
    (radialOp_congr (v := fun s => (0 / s + 1 * s + 0 * s ^ 2 + 0 * s ^ 3) * exp (-s))
      (fun s hs => by rw [h1 s hs]; ring) hs).trans (by
        rw [radialOp_laurent 0 1 0 0 hs]; ring)
  refine ⟨?_, h1 r hr, h2 r hr, ?_⟩
  · rw [radialOp_congr (v := fun s => (0 / s + 0 * s + 1 * s ^ 2 + (1 / 2) * s ^ 3) * exp (-s))
      (fun s _ => by unfold response source; ring) hr, radialOp_laurent 0 0 1 (1 / 2) hr]
    unfold source
    ring
  · rw [radialOp_congr (v := fun s => (1 / s + 0 * s + 0 * s ^ 2 + 0 * s ^ 3) * exp (-s))
      (fun s hs => by rw [h2 s hs]; ring) hr, radialOp_laurent 1 0 0 0 hr]
    ring
```

The symbol `∧` means "and", so this is four equations at any r > 0. Since h = (r² + r³/2) exp(-r), the list above gives

Lh = (r + r² - r) exp(-r) = g.

Starting from g, the same list gives

Lg = r exp(-r)
LLg = exp(-r)/r
LLLg = -2 exp(-r)/r².

In Lean, each line rewrites the function in the standard form, using `radialOp_congr`, and reads off the result from `radialOp_laurent`. The equation Lh = g alone does not single out h; that h vanishes at the origin and at infinity does.

## The integrals

```lean
/-- The radial integral of `rⁿ exp(-r)²` over the half-line is `n!/2^(n+1)`. -/
theorem integral_moment (n : ℕ) :
    ∫ r in Ioi (0 : ℝ), r ^ n * exp (-r) ^ 2 = (Nat.factorial n : ℝ) / 2 ^ (n + 1) := by
  have he : ∀ r : ℝ, exp (-r) ^ 2 = exp (-(2 * r)) := by
    intro r
    rw [sq, ← Real.exp_add]
    congr 1
    ring
  have h := Real.integral_rpow_mul_exp_neg_mul_Ioi (a := (n : ℝ) + 1) (r := 2)
    (by positivity) (by norm_num)
  simp only [add_sub_cancel_right, Real.rpow_natCast, Real.Gamma_nat_eq_factorial] at h
  have hp : (1 / 2 : ℝ) ^ ((n : ℝ) + 1) = (1 / 2) ^ (n + 1) := by
    exact_mod_cast Real.rpow_natCast (1 / 2 : ℝ) (n + 1)
  simp only [he]
  rw [h, hp, one_div, inv_pow]
  ring
```

The substitution x = 2r turns the integral into a factorial:

∫ rⁿ exp(-2r) dr = n!/2ⁿ⁺¹.

Lean takes this from Mathlib's Gamma-function integral, after rewriting exp(-r)² as exp(-2r).

```lean
/-- The pairing of two functions whose product is `(a rᵐ + b rⁿ) exp(-r)²` at positive radii. -/
theorem pairing_eq {u v : ℝ → ℝ} (a b : ℝ) (m n : ℕ)
    (h : ∀ r, 0 < r → u r * v r = (a * r ^ m + b * r ^ n) * exp (-r) ^ 2) :
    pairing u v = 8 / 3 * (a * ((Nat.factorial m : ℝ) / 2 ^ (m + 1))
      + b * ((Nat.factorial n : ℝ) / 2 ^ (n + 1))) := by
  -- a non-zero integral can only come from an integrable function
  have hi : ∀ k : ℕ, IntegrableOn (fun r : ℝ => r ^ k * exp (-r) ^ 2) (Ioi 0) := by
    intro k
    by_contra hc
    have h0 : ∫ r in Ioi (0 : ℝ), r ^ k * exp (-r) ^ 2 = 0 := integral_undef hc
    rw [integral_moment k] at h0
    have : 0 < (Nat.factorial k : ℝ) / 2 ^ (k + 1) := by positivity
    linarith
  have key : ∫ r in Ioi (0 : ℝ), u r * v r = ∫ r in Ioi (0 : ℝ),
      (a * (r ^ m * exp (-r) ^ 2) + b * (r ^ n * exp (-r) ^ 2)) :=
    setIntegral_congr_fun measurableSet_Ioi (fun r hr => by
      simp only [h r hr]
      ring)
  unfold pairing
  rw [key, integral_add (Integrable.const_mul (hi m) a) (Integrable.const_mul (hi n) b),
    integral_const_mul, integral_const_mul, integral_moment, integral_moment]
```

If the product uv equals (a rᵐ + b rⁿ) exp(-2r) for r > 0, its pairing follows by linearity. Splitting the integral requires both terms to be integrable. Mathlib assigns the value 0 to the integral of a non-integrable function, so the positive value just computed proves integrability.

```lean
/-- Hydrogen dipole sum rules: 8/3 times the integrals of `gh`, `g²`, `g Lg`, `(Lg)²` and
`Lg LLg` are 9/2, 2, 1, 2/3 and 4/3, and `(LLg)²` is not integrable on the half-line. -/
theorem dipole_sum_rules :
    pairing source response = 9 / 2 ∧
    pairing source source = 2 ∧
    pairing source (radialOp source) = 1 ∧
    pairing (radialOp source) (radialOp source) = 2 / 3 ∧
    pairing (radialOp source) (radialOp (radialOp source)) = 4 / 3 ∧
    ¬ IntegrableOn (fun r => radialOp (radialOp source) r ^ 2) (Ioi 0) := by
  refine ⟨?_, ?_, ?_, ?_, ?_, ?_⟩
  · rw [pairing_eq 1 (1 / 2) 4 5 (fun r _ => by unfold response source; ring)]
    norm_num [Nat.factorial]
  · rw [pairing_eq 1 0 4 0 (fun r _ => by unfold source; ring)]
    norm_num [Nat.factorial]
  · rw [pairing_eq 1 0 3 0 (fun r hr => by
      rw [(radialOp_chain hr).2.1]; unfold source; ring)]
    norm_num [Nat.factorial]
  · rw [pairing_eq 1 0 2 0 (fun r hr => by rw [(radialOp_chain hr).2.1]; ring)]
    norm_num [Nat.factorial]
  · rw [pairing_eq 1 0 0 0 (fun r hr => by
      rw [(radialOp_chain hr).2.1, (radialOp_chain hr).2.2.1]
      have hne : r ≠ 0 := hr.ne'
      calc r * exp (-r) * (exp (-r) / r) = (r / r) * exp (-r) ^ 2 := by ring
        _ = (1 * r ^ 0 + 0 * r ^ 0) * exp (-r) ^ 2 := by rw [div_self hne]; ring)]
    norm_num [Nat.factorial]
  · -- near the nucleus the square dominates a multiple of 1/r²
    intro hint
    have hsmall := hint.mono_set (Ioo_subset_Ioi_self : Ioo (0 : ℝ) 1 ⊆ Ioi 0)
    have hpow : IntegrableOn (fun x : ℝ => x ^ (-2 : ℝ)) (Ioo 0 1) := by
      refine Integrable.mono' (Integrable.const_mul hsmall (exp 2))
        (measurable_id.pow_const (-2 : ℝ)).aestronglyMeasurable
        (ae_restrict_of_forall_mem measurableSet_Ioo ?_)
      intro x hx
      have hx0 : 0 < x := hx.1
      have h1 : 1 ≤ exp 2 * exp (-x) ^ 2 := by
        rw [sq, ← Real.exp_add, ← Real.exp_add]
        exact Real.one_le_exp (by linarith [hx.2])
      rw [Real.norm_of_nonneg (Real.rpow_nonneg hx0.le _), Real.rpow_neg hx0.le,
        Real.rpow_two, (radialOp_chain hx0).2.2.1]
      calc (x ^ 2)⁻¹ = 1 * (x ^ 2)⁻¹ := by ring
        _ ≤ (exp 2 * exp (-x) ^ 2) * (x ^ 2)⁻¹ :=
          mul_le_mul_of_nonneg_right h1 (by positivity)
        _ = exp 2 * (exp (-x) / x) ^ 2 := by rw [div_pow]; ring
    have := (intervalIntegral.integrableOn_Ioo_rpow_iff one_pos).1 hpow
    norm_num at this
```

The first five claims follow from the explicit functions and the factorial formula:

(8/3) ∫ g h dr = (8/3)(3/4 + 15/16) = 9/2
(8/3) ∫ g² dr = (8/3)(3/4) = 2
(8/3) ∫ g Lg dr = (8/3)(3/8) = 1
(8/3) ∫ (Lg)² dr = (8/3)(1/4) = 2/3
(8/3) ∫ Lg LLg dr = (8/3)(1/2) = 4/3

They are S(-2), S(-1), S(0), S(1) and S(2). The first is the static polarisability. The third is the value that the Thomas–Reiche–Kuhn rule assigns to one electron, obtained here for this one state and not from the general commutator argument.

The last claim concerns (LLg)² = exp(-2r)/r², the integrand for S(3). For 0 < r < 1 we have exp(-2r) ≥ exp(-2), hence

1/r² ≤ exp(2) (LLg)².

If (LLg)² were integrable, 1/r² would be integrable on (0, 1). But its integral from ε to 1 is 1/ε - 1, which grows without limit as ε → 0. The Lean proof makes the same comparison: `hint` is the assumption to be refuted, and `hpow` is the impossible consequence.

## Where the minus sign comes from

```lean
/-- With all three operators acting on one side, 8/3 times the integral of `g LLLg` is -8/3,
which differs from the pairing of `Lg` with `LLg`. -/
theorem one_sided_pairing :
    pairing source (radialOp (radialOp (radialOp source))) = -8 / 3 ∧
    pairing source (radialOp (radialOp (radialOp source)))
      ≠ pairing (radialOp source) (radialOp (radialOp source)) := by
  have h : pairing source (radialOp (radialOp (radialOp source))) = -8 / 3 := by
    rw [pairing_eq (-2) 0 0 0 (fun r hr => by
      rw [(radialOp_chain hr).2.2.2]
      have hne : r ^ 2 ≠ 0 := pow_ne_zero 2 hr.ne'
      unfold source
      calc r ^ 2 * exp (-r) * (-2 * exp (-r) / r ^ 2)
          = (r ^ 2 / r ^ 2) * (-2 * exp (-r) ^ 2) := by ring
        _ = (-2 * r ^ 0 + 0 * r ^ 0) * exp (-r) ^ 2 := by rw [div_self hne]; ring)]
    norm_num [Nat.factorial]
  refine ⟨h, ?_⟩
  rw [h, dipole_sum_rules.2.2.2.2.1]
  norm_num

end

end HydrogenDipoleSumRules
```

```lean
#print axioms HydrogenDipoleSumRules.dipole_sum_rules
#print axioms HydrogenDipoleSumRules.one_sided_pairing
```

```
'HydrogenDipoleSumRules.dipole_sum_rules' depends on axioms: [propext, Classical.choice, Quot.sound]
'HydrogenDipoleSumRules.one_sided_pairing' depends on axioms: [propext, Classical.choice, Quot.sound]
```

With all three operators on one side, the integrand is g LLLg = -2 exp(-2r), and the pairing is (8/3)(-1) = -8/3. The second half of the theorem records that this differs from the pairing of Lg with LLg.

Integration by parts accounts for the difference. For two functions that decay at infinity together with their first derivatives,

∫ (u Lv - v Lu) dr = (1/2) [u v' - u' v] at r → 0,

when the integrals and the limit exist. Take u = g and v = LLg. Near the origin u ≈ r² and v ≈ 1/r, so u v' → -1 and u' v → 2. The bracket is -3 and the right-hand side is -3/2. Multiplied by 8/3 this is -4, exactly the gap between 4/3 and -8/3. The function LLg behaves like the irregular l = 1 solution at the nucleus, so the boundary term survives.

## In a response code, and one more moment

A response code can obtain hydrogen's polarisability by solving Lh = g and taking 8/3 times the integral of gh, with no sum over excited states. In a finite orthonormal basis, L becomes a symmetric matrix, and moving it from one side of a scalar product to the other changes nothing. The trouble appears when the radial formula is differentiated analytically and the result integrated by quadrature: three operators on one side then give -8/3. The divergence of S(3) is also hidden in a finite basis, where every moment is finite; it shows up as a value that grows without limit as the basis approaches completeness.

The same factorial formula gives the next moment downwards, S(-3), from the square of the response:

(8/3) ∫ h² dr = (8/3) ∫ (r⁴ + r⁵ + r⁶/4) exp(-2r) dr = (8/3)(129/32) = 43/4.
